# For non-zero exchange J, the Heisenberg dimer of two spins one-half has a simple level at −3J/4 and a threefold degenerate one at J/4

Two spins one-half are coupled by the Hamiltonian H = J S₁·S₂, with J real, non-zero and of either sign, no other term in H, and spin measured in units of ħ. The theorem `spectrum_dimer` states that the eigenspace of H at −3J/4 has complex dimension 1 and the eigenspace at J/4 has dimension 3. For the first, the proof shows that the eigenspace is the span of the singlet, which is left unnormalised. For the second, it shows that the eigenspace is the kernel of the functional `f` taking `v` to `v (0, 1) - v (1, 0)`, and counts dimensions by rank and nullity: the whole space has dimension 4 and the range of `f` has dimension 1, which leaves 3.

The first attempt, which Lean rejects:

```lean
import Mathlib

open Matrix
open scoped Kronecker

namespace SpectrumDimer

noncomputable section

/-- States of two spins one-half, as amplitudes in the product basis (0 is up, 1 is down). -/
abbrev State := Fin 2 × Fin 2 → ℂ

/-- The x component of a spin one-half. -/
def sx : Matrix (Fin 2) (Fin 2) ℂ := !![0, 1 / 2; 1 / 2, 0]

/-- The y component of a spin one-half. -/
def sy : Matrix (Fin 2) (Fin 2) ℂ := !![0, -Complex.I / 2; Complex.I / 2, 0]

/-- The z component of a spin one-half. -/
def sz : Matrix (Fin 2) (Fin 2) ℂ := !![1 / 2, 0; 0, -1 / 2]

/-- The scalar product `S₁·S₂` of the two spins. -/
def exchange : Matrix (Fin 2 × Fin 2) (Fin 2 × Fin 2) ℂ :=
  sx ⊗ₖ sx + sy ⊗ₖ sy + sz ⊗ₖ sz

/-- The Heisenberg Hamiltonian `H = J S₁·S₂`. -/
def hamiltonian (J : ℝ) : Matrix (Fin 2 × Fin 2) (Fin 2 × Fin 2) ℂ := (J : ℂ) • exchange

/-- The product state with spinor `a` on the first site and `b` on the second. -/
def product (a b : Fin 2 → ℂ) : State := fun p => a p.1 * b p.2

/-- The singlet, up-down minus down-up, not normalised. -/
def singlet : State := product ![1, 0] ![0, 1] - product ![0, 1] ![1, 0]

/-- The Hamiltonian acts as `J (P/2 - 1/4)`, where `P` swaps the two spins. -/
theorem hamiltonian_mulVec (J : ℝ) (v : State) (i j : Fin 2) :
    (hamiltonian J *ᵥ v) (i, j) = J * (v (j, i) / 2 - v (i, j) / 4) := by
  have h : (exchange *ᵥ v) (i, j) = v (j, i) / 2 - v (i, j) / 4 := by
    fin_cases i <;> fin_cases j <;>
      simp [exchange, sx, sy, sz, Matrix.mulVec, dotProduct, Fintype.sum_prod_type,
        Fin.sum_univ_two, div_mul_div_comm] <;> ring
  rw [hamiltonian, Matrix.smul_mulVec, Pi.smul_apply, h, smul_eq_mul]

/-- The eigenvalue equation of the dimer, written out in components. -/
theorem eigen_iff (J : ℝ) (μ : ℂ) (v : State) :
    hamiltonian J *ᵥ v = μ • v ↔
      ∀ i j, (J : ℂ) * (v (j, i) / 2 - v (i, j) / 4) = μ * v (i, j) := by
  constructor
  · intro h i j
    rw [← hamiltonian_mulVec J v i j, h]
    rfl
  · intro h
    ext ⟨i, j⟩
    rw [hamiltonian_mulVec, h]
    rfl

/-- For `J ≠ 0`, the solutions at energy `-3J/4` are exactly the multiples of the singlet. -/
theorem singlet_iff {J : ℝ} (hJ : J ≠ 0) (v : State) :
    hamiltonian J *ᵥ v = (-3 * J / 4 : ℂ) • v ↔ ∃ c : ℂ, c • singlet = v := by
  have hJ' : (J : ℂ) ≠ 0 := Complex.ofReal_ne_zero.2 hJ
  rw [eigen_iff]
  constructor
  · intro h
    have e00 : v (0, 0) = 0 := mul_left_cancel₀ hJ' (by linear_combination h 0 0)
    have e11 : v (1, 1) = 0 := mul_left_cancel₀ hJ' (by linear_combination h 1 1)
    have e10 : v (1, 0) = -v (0, 1) := mul_left_cancel₀ hJ' (by linear_combination 2 * h 0 1)
    refine ⟨v (0, 1), ?_⟩
    ext ⟨i, j⟩
    fin_cases i <;> fin_cases j <;> simp [singlet, product, e00, e11, e10]
  · rintro ⟨c, rfl⟩ i j
    -- the singlet is odd under exchange of the spins
    have hs : singlet (j, i) = -singlet (i, j) := by
      fin_cases i <;> fin_cases j <;> simp [singlet, product]
    simp only [Pi.smul_apply, smul_eq_mul]
    rw [hs]
    ring

/-- For `J ≠ 0`, the solutions at energy `J/4` are exactly the states symmetric under exchange
of the two spins. -/
theorem triplet_iff {J : ℝ} (hJ : J ≠ 0) (v : State) :
    hamiltonian J *ᵥ v = (J / 4 : ℂ) • v ↔ v (0, 1) = v (1, 0) := by
  have hJ' : (J : ℂ) ≠ 0 := Complex.ofReal_ne_zero.2 hJ
  rw [eigen_iff]
  constructor
  · intro h
    exact mul_left_cancel₀ hJ' (by linear_combination (-2) * h 0 1)
  · intro h i j
    have hs : v (j, i) = v (i, j) := by
      fin_cases i <;> fin_cases j <;> simp [h]
    rw [hs]
    ring

/-- For `J ≠ 0`, the level `-3J/4` is simple and the level `J/4` is threefold degenerate. -/
theorem spectrum_dimer {J : ℝ} (hJ : J ≠ 0) :
    Module.finrank ℂ
        (Module.End.eigenspace (Matrix.toLin' (hamiltonian J)) (-3 * J / 4 : ℂ)) = 1 ∧
      Module.finrank ℂ
        (Module.End.eigenspace (Matrix.toLin' (hamiltonian J)) (J / 4 : ℂ)) = 3 := by
  constructor
  · have h : Module.End.eigenspace (Matrix.toLin' (hamiltonian J)) (-3 * J / 4 : ℂ)
        = Submodule.span ℂ {singlet} := by
      ext v
      rw [Module.End.mem_eigenspace_iff, Matrix.toLin'_apply, singlet_iff hJ,
        Submodule.mem_span_singleton]
    have h0 : singlet ≠ 0 := by
      intro h0
      have h1 := congrFun h0 (0, 1)
      simp [singlet, product] at h1
    rw [h, finrank_span_singleton h0]
  · -- the symmetric states are the kernel of one non-zero functional
    let f : State →ₗ[ℂ] ℂ :=
      { toFun := fun v => v (0, 1) - v (1, 0)
        map_add' := by
          intro v w
          simp only [Pi.add_apply]
          ring
        map_smul' := by
          intro c v
          simp only [Pi.smul_apply, smul_eq_mul, RingHom.id_apply]
          ring }
    have h : Module.End.eigenspace (Matrix.toLin' (hamiltonian J)) (J / 4 : ℂ)
        = LinearMap.ker f := by
      ext v
      rw [Module.End.mem_eigenspace_iff, Matrix.toLin'_apply, triplet_iff hJ,
        LinearMap.mem_ker]
      exact sub_eq_zero.symm
    have hf : Function.Surjective f := fun c =>
      ⟨fun p => if p = (0, 1) then c else 0, by simp [f]⟩
    have hr := LinearMap.finrank_range_add_finrank_ker f
    rw [LinearMap.range_eq_top.2 hf, finrank_top, Module.finrank_self,
      Module.finrank_fintype_fun_eq_card, Fintype.card_prod, Fintype.card_fin] at hr
    rw [h]
    omega

end

end SpectrumDimer
```

Lean reports:

```
Main.lean:133:4: error: omega could not prove the goal:
a possible counterexample may satisfy the constraints
  0 ≤ a ≤ 2
where
 a := ↑(Module.finrank ℂ ↥f.ker)
```

The mended proof, as a diff:

```diff
@@ -131,5 +131,5 @@
       Module.finrank_fintype_fun_eq_card, Fintype.card_prod, Fintype.card_fin] at hr
     rw [h]
-    omega
+    exact Nat.add_left_cancel (n := 1) (hr.trans (by norm_num))
 
 end
```

The error comes at the last step, where only arithmetic is left. By then `hr` says that 1 plus the dimension of the kernel of `f` is `2 * 2`, and the goal is that this dimension is 3. Yet `omega` offers a counterexample with the dimension at most 2, which `hr` would exclude if it spoke of the same quantity.

So `omega` has not matched the dimension in `hr` with the one in the goal. Both are the `Module.finrank` of the kernel of `f`, but one comes from the general rank-nullity lemma and the other from the eigenspace, and they differ in implicit arguments that are not printed. `omega` treats such terms as unknowns, and took these for two different ones.

The repair keeps `hr` and does the arithmetic by hand. `norm_num` proves that `2 * 2` is `1 + 3`, `hr.trans` joins this to `hr`, and `Nat.add_left_cancel` removes the 1 from both sides. `exact` then compares the result with the goal up to definitional equality, and under that comparison the two dimensions agree.
